# With one core state, an overestimated core energy never raises the lowest orthogonalized-plane-wave level and can lower it only by a bounded amount

Suppose that an orthogonalized-plane-wave (OPW) calculation uses a core energy that is too high, perhaps because it was taken from a slightly different potential. The lowest valence level can then come out too low, and a larger basis can push it lower still. A correct variational calculation also gives lower energies in a larger basis, so the error can pass for convergence. A bound on the lowering that a given core-energy error causes in a fixed basis shows how large its contribution can be.

## How the core energy enters the secular equation

Take orthonormal plane waves $|k\rangle$, finitely many, and one normalised core state $|c\rangle$ with $H|c\rangle=E_c|c\rangle$. Put $b_k=\langle k|c\rangle$. The orthogonalized waves are $|\tilde k\rangle=|k\rangle-|c\rangle\langle c|k\rangle$, and they satisfy

$$\langle\tilde k|\tilde k'\rangle=\delta_{kk'}-b_k b_{k'}^*,\qquad \langle\tilde k|H|\tilde k'\rangle=\langle k|H|k'\rangle-E_c\,b_k b_{k'}^* .$$

The overlap matrix is therefore $S=1-bb^*$. Call the second matrix $A$. If $E_c+t$ is used in place of $E_c$, then $A$ becomes $A-t\,bb^*$, and the secular equation for the coefficients $x$ is

$$(A-t\,bb^*)x=L\,Sx .$$

Let $L(t)$ be its lowest root. The number $n_0=\|b\|^2$ is the part of the core state's squared norm that lies in the span of the plane waves. For $n_0<1$ and $t\ge 0$ the result is

$$L(0)-t\,\frac{n_0}{1-n_0}\;\le\; L(t)\;\le\; L(0).$$

For a one-electron Hamiltonian with a single core state and a finite basis, this limits the damage that an inconsistent core energy can do to the lowest level.

## The space, the operators and the lowest root

```lean
import Mathlib

open scoped InnerProductSpace

namespace OrthogonalizedPlaneWaves

variable {E : Type*} [NormedAddCommGroup E] [InnerProductSpace ℂ E]
```

`E` is the space of coefficient vectors $x$, a complex inner product space; $\mathbb C^n$ is the case in mind. The inner product `⟪x, y⟫_ℂ` is $x^*y$, conjugate-linear in the first entry, as in Dirac notation.

```lean
/-- The core term `b b*`, where `b` holds the coefficients of the core state in the
plane-wave basis. -/
noncomputable def coreTerm (b : E) : E →ₗ[ℂ] E where
  toFun x := ⟪b, x⟫_ℂ • b
  map_add' x y := by rw [inner_add_right, add_smul]
  map_smul' c x := by rw [inner_smul_right, mul_smul, RingHom.id_apply]
```

This is the operator $bb^*$, which sends $x$ to $(b^*x)\,b$. The two lines after `toFun` prove that it is linear.

```lean
/-- The overlap operator `S = 1 - b b*` of the orthogonalized plane waves. -/
noncomputable def overlap (b : E) : E →ₗ[ℂ] E := LinearMap.id - coreTerm b
```

This is $S=1-bb^*$.

```lean
/-- The Hamiltonian `A - t b b*` obtained when the core energy is overestimated by `t`. -/
noncomputable def opwHam (A : E →ₗ[ℂ] E) (b : E) (t : ℝ) : E →ₗ[ℂ] E :=
  A - (t : ℂ) • coreTerm b
```

This is $A-t\,bb^*$. Here `A` is any linear operator; the theorems on roots will ask that it be Hermitian. The file starts from the secular equation, so the OPW derivation above is the physical reading of `A` and `b`.

```lean
/-- `L` is the lowest real root of the secular problem `(A - t b b*) x = L S x`, `x ≠ 0`. -/
def IsLowestRoot (A : E →ₗ[ℂ] E) (b : E) (t L : ℝ) : Prop :=
  IsLeast {e : ℝ | ∃ x : E, x ≠ 0 ∧ opwHam A b t x = (e : ℂ) • overlap b x} L
```

The set contains every real $e$ for which the secular equation has a nonzero solution, and `IsLeast` says that $L$ belongs to the set and lies below all its other members. No minimisation over trial vectors is built into this definition, so the variational principle has to be proved.

## Norm, energy and core weight of a trial vector

```lean
/-- The real part of `x*Sx` is `‖x‖² - |b*x|²`, and the real part of `x*(A - t b b*)x` is that of
`x*Ax` minus `t |b*x|²`. -/
theorem quadratic_forms (A : E →ₗ[ℂ] E) (b : E) (t : ℝ) (x : E) :
    (⟪x, overlap b x⟫_ℂ).re = ‖x‖ ^ 2 - ‖⟪b, x⟫_ℂ‖ ^ 2 ∧
      (⟪x, opwHam A b t x⟫_ℂ).re = (⟪x, A x⟫_ℂ).re - t * ‖⟪b, x⟫_ℂ‖ ^ 2 := by
  have hc : (⟪x, coreTerm b x⟫_ℂ).re = ‖⟪b, x⟫_ℂ‖ ^ 2 := by
    show (⟪x, ⟪b, x⟫_ℂ • b⟫_ℂ).re = _
    rw [inner_smul_right, ← inner_conj_symm x b, Complex.mul_conj, Complex.ofReal_re,
      Complex.normSq_eq_norm_sq]
  have hn : (⟪x, x⟫_ℂ).re = ‖x‖ ^ 2 := inner_self_eq_norm_sq (𝕜 := ℂ) x
  constructor
  · show (⟪x, x - coreTerm b x⟫_ℂ).re = _
    rw [inner_sub_right, Complex.sub_re, hc, hn]
  · show (⟪x, A x - (t : ℂ) • coreTerm b x⟫_ℂ).re = _
    rw [inner_sub_right, inner_smul_right, Complex.sub_re, Complex.re_ofReal_mul, hc]
```

In a Lean theorem the assumptions stand before the final colon, the claim after it, and the proof after `:=`. The claim here is a pair of identities joined by `∧`, "and":

$$x^*Sx=\|x\|^2-|b^*x|^2,\qquad x^*(A-t\,bb^*)x=x^*Ax-t\,|b^*x|^2 .$$

Both follow from $x^*(bb^*)x=(x^*b)(b^*x)=|b^*x|^2$, which is `hc` in the proof. Lean's inner product is a complex number, so the statement takes real parts with `.re`.

```lean
/-- If `‖b‖² < 1`, every nonzero `x` has positive squared norm `x*Sx`, and its core weight obeys
`|b*x|² (1 - ‖b‖²) ≤ ‖b‖² x*Sx`. -/
theorem core_weight {b : E} (hb : ‖b‖ ^ 2 < 1) {x : E} (hx : x ≠ 0) :
    0 < (⟪x, overlap b x⟫_ℂ).re ∧
      ‖⟪b, x⟫_ℂ‖ ^ 2 * (1 - ‖b‖ ^ 2) ≤ ‖b‖ ^ 2 * (⟪x, overlap b x⟫_ℂ).re := by
  -- Cauchy-Schwarz, squared
  have h := pow_le_pow_left₀ (norm_nonneg _) (norm_inner_le_norm (𝕜 := ℂ) b x) 2
  rw [mul_pow] at h
  have hX : 0 < ‖x‖ ^ 2 := pow_pos (norm_pos_iff.2 hx) 2
  rw [(quadratic_forms 0 b 0 x).1]
  constructor
  · have := mul_pos hX (sub_pos.2 hb)
    linarith
  · linarith
```

For $n_0<1$ and $x\neq0$, this says that $x^*Sx>0$ and $|b^*x|^2(1-n_0)\le n_0\,x^*Sx$. Cauchy–Schwarz gives $|b^*x|^2\le n_0\|x\|^2$, which is `h`. Hence

$$x^*Sx\ge(1-n_0)\|x\|^2>0,$$

$$|b^*x|^2(1-n_0)\le n_0\|x\|^2-n_0|b^*x|^2=n_0\,x^*Sx .$$

The tactic `linarith` does this last arithmetic. Physically, $n_0<1$ means that the plane waves do not reproduce the core state completely. At $n_0=1$ positivity fails, since $Sb=(1-n_0)b=0$: that combination of waves is the core state itself, and orthogonalization removes it.

## The lowest root as a minimum

```lean
/-- A symmetric operator with nonnegative expectation values annihilates every state in which
its expectation value vanishes. -/
theorem eq_zero_of_expectation_zero {M : E →ₗ[ℂ] E} (hM : M.IsSymmetric)
    (hp : ∀ x, 0 ≤ (⟪x, M x⟫_ℂ).re) {x : E} (h0 : (⟪x, M x⟫_ℂ).re = 0) : M x = 0 := by
  have h1 : ⟪x, M (M x)⟫_ℂ = ⟪M x, M x⟫_ℂ := (hM x (M x)).symm
  have h2 : (⟪M x, M x⟫_ℂ).re = ‖M x‖ ^ 2 := inner_self_eq_norm_sq (𝕜 := ℂ) (M x)
  by_contra hne
  have hw : 0 < ‖M x‖ ^ 2 := pow_pos (norm_pos_iff.2 hne) 2
  have hq := hp (M x)
  -- a small step along `-M x` would make the expectation value negative
  obtain ⟨e, he⟩ : ∃ e : ℝ, e = ‖M x‖ ^ 2 / ((⟪M x, M (M x)⟫_ℂ).re + 1) := ⟨_, rfl⟩
  have hepos : 0 < e := by rw [he]; positivity
  have hmul : e * ((⟪M x, M (M x)⟫_ℂ).re + 1) = ‖M x‖ ^ 2 := by
    rw [he]; exact div_mul_cancel₀ _ (by positivity)
  have h := hp (x - (e : ℂ) • M x)
  simp only [map_sub, map_smul, inner_sub_left, inner_sub_right, inner_smul_left,
    inner_smul_right, h1, Complex.conj_ofReal, Complex.sub_re, Complex.re_ofReal_mul,
    h2, h0] at h
  have h3 : e ^ 2 * (⟪M x, M (M x)⟫_ℂ).re = e * ‖M x‖ ^ 2 - e ^ 2 := by
    linear_combination e * hmul
  nlinarith [mul_pos hepos hw, pow_pos hepos 2]
```

Let $M$ be Hermitian with $x^*Mx\ge0$ for all $x$. If $x^*Mx=0$ for a particular $x$, then $Mx=0$. To see this, suppose that $w=Mx$ is not zero and take a step $x-ew$ with real $e>0$:

$$(x-ew)^*M(x-ew)=-2e\|w\|^2+e^2\,w^*Mw .$$

With $e=\|w\|^2/(w^*Mw+1)$ we have $e^2\,w^*Mw=e\|w\|^2-e^2$, which is `h3`. The right side becomes $-e\|w\|^2-e^2<0$, a contradiction. In the code `by_contra` introduces the supposition and `nlinarith` finds the contradiction.

```lean
/-- Variational principle: for symmetric `A` and `‖b‖² < 1` in a nonzero finite-dimensional
space, a lowest root exists and bounds the energy of every trial vector from below. -/
theorem exists_lowestRoot [FiniteDimensional ℂ E] [Nontrivial E] {A : E →ₗ[ℂ] E}
    (hA : A.IsSymmetric) {b : E} (hb : ‖b‖ ^ 2 < 1) (t : ℝ) :
    ∃ L, IsLowestRoot A b t L ∧
      ∀ x, L * (⟪x, overlap b x⟫_ℂ).re ≤ (⟪x, opwHam A b t x⟫_ℂ).re := by
  have : ProperSpace E := FiniteDimensional.proper ℂ E
  have hsph : ∀ y : E, y ≠ 0 → ((‖y‖⁻¹ : ℝ) : ℂ) • y ∈ Metric.sphere (0 : E) 1 := by
    intro y hy
    simp [norm_smul, hy]
  obtain ⟨y, hy⟩ := exists_ne (0 : E)
  have hnz : ∀ x ∈ Metric.sphere (0 : E) 1, x ≠ 0 := by
    intro x hx h
    simp [h] at hx
  have hcont : ∀ T : E →ₗ[ℂ] E, Continuous fun x => (⟪x, T x⟫_ℂ).re := fun T =>
    Complex.continuous_re.comp ((continuous_inner (𝕜 := ℂ)).comp
      (continuous_id.prodMk T.continuous_of_finiteDimensional))
  -- the Rayleigh quotient attains its minimum on the unit sphere
  obtain ⟨x0, hx0, hmin⟩ := (isCompact_sphere (0 : E) 1).exists_isMinOn ⟨_, hsph y hy⟩
    ((hcont (opwHam A b t)).continuousOn.div (hcont (overlap b)).continuousOn
      fun x hx => (core_weight hb (hnz x hx)).1.ne')
  obtain ⟨L, hL⟩ : ∃ L : ℝ,
    L = (⟪x0, opwHam A b t x0⟫_ℂ).re / (⟪x0, overlap b x0⟫_ℂ).re := ⟨_, rfl⟩
  have hmin' : ∀ x ∈ Metric.sphere (0 : E) 1,
      L ≤ (⟪x, opwHam A b t x⟫_ℂ).re / (⟪x, overlap b x⟫_ℂ).re := by
    intro x hx
    rw [hL]
    exact hmin hx
  obtain ⟨M, hM⟩ : ∃ M : E →ₗ[ℂ] E, ∀ x, M x = opwHam A b t x - (L : ℂ) • overlap b x :=
    ⟨opwHam A b t - (L : ℂ) • overlap b, fun _ => rfl⟩
  have hq : ∀ x, (⟪x, M x⟫_ℂ).re
      = (⟪x, opwHam A b t x⟫_ℂ).re - L * (⟪x, overlap b x⟫_ℂ).re := by
    intro x
    rw [hM, inner_sub_right, inner_smul_right, Complex.sub_re, Complex.re_ofReal_mul]
  have hpos : ∀ x, 0 ≤ (⟪x, M x⟫_ℂ).re := by
    intro x
    by_cases hx : x = 0
    · simp [hx]
    have hu := hsph x hx
    have h := (le_div_iff₀ (core_weight hb (hnz _ hu)).1).1 (hmin' _ hu)
    rw [← sub_nonneg, ← hq, map_smul, inner_smul_left, inner_smul_right,
      Complex.conj_ofReal, Complex.re_ofReal_mul, Complex.re_ofReal_mul] at h
    have hc : 0 < ‖x‖⁻¹ := inv_pos.2 (norm_pos_iff.2 hx)
    exact (mul_nonneg_iff_of_pos_left hc).1 ((mul_nonneg_iff_of_pos_left hc).1 h)
  have hsym : M.IsSymmetric := by
    intro x y
    rw [hM, hM]
    show ⟪A x - (t : ℂ) • (⟪b, x⟫_ℂ • b) - (L : ℂ) • (x - ⟪b, x⟫_ℂ • b), y⟫_ℂ
      = ⟪x, A y - (t : ℂ) • (⟪b, y⟫_ℂ • b) - (L : ℂ) • (y - ⟪b, y⟫_ℂ • b)⟫_ℂ
    simp only [inner_sub_left, inner_sub_right, inner_smul_left, inner_smul_right,
      Complex.conj_ofReal, inner_conj_symm, hA x y]
    ring
  -- the minimizer solves the secular equation
  have h0 : M x0 = 0 := eq_zero_of_expectation_zero hsym hpos (by
    rw [hq, hL, div_mul_cancel₀ _ (core_weight hb (hnz x0 hx0)).1.ne', sub_self])
  refine ⟨L, ⟨⟨x0, hnz x0 hx0, sub_eq_zero.1 ((hM x0).symm.trans h0)⟩, ?_⟩, fun x => ?_⟩
  · rintro e ⟨x, hx, h⟩
    have h' := hpos x
    rw [hq, h, inner_smul_right, Complex.re_ofReal_mul] at h'
    exact le_of_mul_le_mul_right (by linarith) (core_weight hb hx).1
  · have h' := hpos x
    rw [hq] at h'
    linarith
```

In a finite-dimensional space that contains a nonzero vector, with $A$ Hermitian, $n_0<1$ and any real $t$, a lowest root $L$ exists and satisfies $L\,x^*Sx\le x^*(A-t\,bb^*)x$ for every $x$. The argument has four steps.

1. The quotient $x^*(A-t\,bb^*)x/x^*Sx$ is continuous on the unit sphere, which is compact in finite dimension. It therefore has a minimum $L$ at some $x_0$ (`exists_isMinOn`).
2. Put $M=A-t\,bb^*-L\,S$. Then $x^*Mx\ge0$ on the sphere, and by scaling everywhere (`hpos`).
3. $M$ is Hermitian (`hsym`) and $x_0^*Mx_0=0$. The preceding lemma gives $Mx_0=0$ (`h0`), so $x_0$ solves the secular equation with root $L$.
4. If $e$ is another root, with vector $x$, then $0\le x^*Mx=(e-L)\,x^*Sx$, and so $L\le e$.

## Two trial vectors give the two bounds

```lean
/-- In a finite-dimensional space, for symmetric `A` and `‖b‖² < 1`, and given lowest roots at `0`
and at `t`, overestimating the core energy by `t ≥ 0` never raises the lowest root, and lowers it by
at most `t ‖b‖² / (1 - ‖b‖²)`. -/
theorem lowestRoot_bounds [FiniteDimensional ℂ E] {A : E →ₗ[ℂ] E} (hA : A.IsSymmetric)
    {b : E} (hb : ‖b‖ ^ 2 < 1) {t L₀ L : ℝ} (ht : 0 ≤ t)
    (h₀ : IsLowestRoot A b 0 L₀) (h : IsLowestRoot A b t L) :
    L₀ - t * (‖b‖ ^ 2 / (1 - ‖b‖ ^ 2)) ≤ L ∧ L ≤ L₀ := by
  obtain ⟨x, hx, hxe⟩ := h.1
  obtain ⟨y, hy, hye⟩ := h₀.1
  have : Nontrivial E := ⟨⟨x, 0, hx⟩⟩
  have hn : 0 < 1 - ‖b‖ ^ 2 := sub_pos.2 hb
  constructor
  · -- the state at `t` is a trial vector for the exact core energy
    obtain ⟨K, hK, hv⟩ := exists_lowestRoot hA hb 0
    have hKL : K = L₀ := hK.unique h₀
    have hV := hv x
    rw [hKL, (quadratic_forms A b 0 x).2] at hV
    have hE := (quadratic_forms A b t x).2
    rw [hxe, inner_smul_right, Complex.re_ofReal_mul] at hE
    obtain ⟨hs, hw⟩ := core_weight hb hx
    have hV' := mul_le_mul_of_nonneg_left hV hn.le
    have hw' := mul_le_mul_of_nonneg_left hw ht
    have hd : ‖b‖ ^ 2 / (1 - ‖b‖ ^ 2) * (1 - ‖b‖ ^ 2) = ‖b‖ ^ 2 :=
      div_mul_cancel₀ _ hn.ne'
    refine le_of_mul_le_mul_right ?_ (mul_pos hs hn)
    linear_combination hV' + hw' - (1 - ‖b‖ ^ 2) * hE
      - t * (⟪x, overlap b x⟫_ℂ).re * hd
  · -- the exact state is a trial vector for the overestimated core energy
    obtain ⟨K, hK, hv⟩ := exists_lowestRoot hA hb t
    have hKL : K = L := hK.unique h
    have hV := hv y
    rw [hKL, (quadratic_forms A b t y).2] at hV
    have hE := (quadratic_forms A b 0 y).2
    rw [hye, inner_smul_right, Complex.re_ofReal_mul] at hE
    have hu := mul_nonneg ht (sq_nonneg ‖⟪b, y⟫_ℂ‖)
    exact le_of_mul_le_mul_right (by linarith) (core_weight hb hy).1
```

Lean's `L₀` is $L(0)$ and its `L` is $L(t)$; the hypotheses `h₀` and `h` say so. The preceding theorem guarantees that such roots exist in any nonzero finite-dimensional space.

For the upper bound, let $y$ solve the problem with the exact core energy, and use it as a trial vector at $t$:

$$L(t)\,y^*Sy\le y^*Ay-t|b^*y|^2=L(0)\,y^*Sy-t|b^*y|^2\le L(0)\,y^*Sy .$$

For the lower bound, let $x$ solve the problem at $t$, and use it as a trial vector for the exact core energy:

$$L(0)\,x^*Sx\le x^*Ax=L(t)\,x^*Sx+t|b^*x|^2\le\Big(L(t)+t\,\frac{n_0}{1-n_0}\Big)x^*Sx .$$

Dividing by the positive numbers $y^*Sy$ and $x^*Sx$ finishes both parts. The code treats the lower bound first. In each part `hV` is the trial-vector inequality and `hE` the energy of the solution, while `hK.unique` identifies the root supplied by the variational theorem with the given one. For the lower bound Lean multiplies through by $1-n_0$, and `linear_combination` adds up the inequalities.

The theorem concerns the lowest root only, with one core state and an error in its energy. Higher levels, several core states and an inaccurate core orbital would need further work.

## The bound loosens as the basis resolves the core

```lean
/-- The factor `n / (1 - n)` in the bound grows strictly with the core weight `n < 1` that the
basis resolves. -/
theorem bound_strictMono : StrictMonoOn (fun n : ℝ => n / (1 - n)) (Set.Iio 1) := by
  intro p hp q hq h
  have hp' : 0 < 1 - p := sub_pos.2 hp
  have hq' : 0 < 1 - q := sub_pos.2 hq
  show p / (1 - p) < q / (1 - q)
  rw [div_lt_iff₀ hp', div_mul_eq_mul_div, lt_div_iff₀ hq']
  linarith

end OrthogonalizedPlaneWaves
```

```lean
#print axioms OrthogonalizedPlaneWaves.lowestRoot_bounds
-- 'OrthogonalizedPlaneWaves.lowestRoot_bounds' depends on axioms: [propext, Classical.choice, Quot.sound]
#print axioms OrthogonalizedPlaneWaves.bound_strictMono
-- 'OrthogonalizedPlaneWaves.bound_strictMono' depends on axioms: [propext, Classical.choice, Quot.sound]
```

`StrictMonoOn` with `Set.Iio 1` says that $n/(1-n)$ increases strictly for $n<1$. For $p<q<1$, clearing the positive denominators turns $p/(1-p)<q/(1-q)$ into $p(1-q)<q(1-p)$, which is $p<q$. Adding plane waves never decreases $n_0$, and whenever it increases $n_0$, still below 1, the permitted fall at fixed $t>0$ grows: it is $t$ at $n_0=0.5$ and $9t$ at $n_0=0.9$. This is a statement about the bound; the actual fall may be smaller.

## Two waves in numbers

Take $b=(\sqrt{0.8},\,0)$ and $A=\mathrm{diag}(0.6,\,2)$ in some energy unit. Then $n_0=0.8$, $S=\mathrm{diag}(0.2,\,1)$ and $n_0/(1-n_0)=4$. The roots are

$$\frac{0.6-0.8\,t}{0.2}=3-4t\qquad\text{and}\qquad 2 .$$

At $t=0$ the lowest root is $2$. At $t=0.1$ the roots are $2.6$ and $2$, so the lowest has not moved. At $t=0.5$ they are $1$ and $2$: the lowest level has fallen to $1$, and the bound allows anything down to $2-0.5\cdot4=0$.

If the entry $0.6$ is replaced by $0.4$, the roots are $2-4t$ and $2$. The lowest level is then $2-4t$ for every $t\ge0$, which is exactly the lower bound.
